# A finite positive semidefinite Hamiltonian whose motion an invertible linear map reverses is zero

Let a quantum system have a finite Hamiltonian matrix `H` that is positive semidefinite, so no energy is negative, and set ħ = 1. If some invertible matrix `U` satisfies `U exp(-i t H) = exp(i t H) U` at every real time `t`, then `H = 0`; `U` need not be unitary. The proof first turns the reversal condition into `U * H = -(H * U)`, which makes `H` similar to `-H`. The trace of `H` is then its own negative and so vanishes, and a positive semidefinite matrix with zero trace is zero.

The failing Lean file:

```lean
import Mathlib

open Matrix
open scoped ComplexOrder Matrix.Norms.Operator

namespace EqZeroOfLinearReversal

noncomputable section

variable {n : Type*} [Fintype n] [DecidableEq n]

/-- The propagator `exp(-i t H)` of the Hamiltonian matrix `H`, with `ħ = 1`. -/
def evolution (H : Matrix n n ℂ) (t : ℝ) : Matrix n n ℂ :=
  NormedSpace.exp (t • ((-Complex.I) • H))

/-- The matrix `U` reverses the motion linearly: `U exp(-i t H) = exp(i t H) U` at all times. -/
def LinearReversal (U H : Matrix n n ℂ) : Prop :=
  ∀ t : ℝ, U * evolution H t = evolution H (-t) * U

/-- A matrix intertwines two one-parameter groups at all times exactly when it intertwines
their generators. -/
theorem intertwines_exp_iff (U A B : Matrix n n ℂ) :
    (∀ t : ℝ, U * NormedSpace.exp (t • A) = NormedSpace.exp (t • B) * U) ↔ U * A = B * U := by
  constructor
  · intro h
    -- compare the derivatives of both sides at time zero
    have h1 : HasDerivAt (fun y : ℝ => U * NormedSpace.exp (y • A))
        (U * (NormedSpace.exp ((0 : ℝ) • A) * A)) 0 :=
      (hasDerivAt_exp_smul_const A (0 : ℝ)).const_mul U
    have h2 : HasDerivAt (fun y : ℝ => NormedSpace.exp (y • B) * U)
        (NormedSpace.exp ((0 : ℝ) • B) * B * U) 0 :=
      (hasDerivAt_exp_smul_const B (0 : ℝ)).mul_const U
    have h1' : HasDerivAt (fun y : ℝ => NormedSpace.exp (y • B) * U)
        (U * (NormedSpace.exp ((0 : ℝ) • A) * A)) 0 :=
      h1.congr_of_eventuallyEq (Filter.Eventually.of_forall fun y => (h y).symm)
    have h3 := h1'.unique h2
    simpa only [zero_smul, NormedSpace.exp_zero, one_mul] using h3
  · intro h t
    -- exp(-sB) U exp(sA) does not depend on s
    have hg : ∀ s : ℝ, HasDerivAt (fun s : ℝ =>
        NormedSpace.exp (s • (-B)) * (U * NormedSpace.exp (s • A))) 0 s := by
      intro s
      have h1 := hasDerivAt_exp_smul_const (-B) s
      have h2 := (hasDerivAt_exp_smul_const' A s).const_mul U
      refine (h1.fun_mul h2).congr_deriv ?_
      rw [← mul_assoc U A, h]
      noncomm_ring
    have hc := is_const_of_deriv_eq_zero (fun s => (hg s).differentiableAt)
      (fun s => (hg s).deriv) t 0
    simp only [zero_smul, NormedSpace.exp_zero, one_mul, mul_one] at hc
    have hinv : NormedSpace.exp (t • B) * NormedSpace.exp (t • (-B)) = 1 := by
      have hcomm : Commute (t • B) (t • (-B)) := by
        rw [smul_neg]
        exact (Commute.refl _).neg_right
      have h1 := Matrix.exp_add_of_commute (t • B) (t • (-B)) hcomm
      rw [smul_neg, add_neg_cancel, NormedSpace.exp_zero] at h1
      rw [smul_neg]
      exact h1.symm
    calc U * NormedSpace.exp (t • A)
        = (NormedSpace.exp (t • B) * NormedSpace.exp (t • (-B))) *
            (U * NormedSpace.exp (t • A)) := by rw [hinv, one_mul]
      _ = NormedSpace.exp (t • B) * U := by rw [mul_assoc, hc]

/-- The backward propagator is `exp(i t H)`. -/
theorem evolution_neg (H : Matrix n n ℂ) (t : ℝ) :
    evolution H (-t) = NormedSpace.exp (t • (Complex.I • H)) := by
  simp only [evolution, neg_smul, smul_neg, neg_neg]

/-- A matrix reverses the motion linearly exactly when it anticommutes with the Hamiltonian. -/
theorem linearReversal_iff (U H : Matrix n n ℂ) :
    LinearReversal U H ↔ U * H = -(H * U) := by
  have key := intertwines_exp_iff U ((-Complex.I) • H) (Complex.I • H)
  simp only [LinearReversal, evolution_neg]
  refine key.trans ?_
  rw [Matrix.mul_smul, Matrix.smul_mul]
  constructor
  · intro h
    have h' := congrArg (fun M => Complex.I • M) h
    simpa only [smul_smul, mul_neg, Complex.I_mul_I, neg_neg, one_smul, neg_smul,
      smul_neg] using h'
  · intro h
    rw [h]
    simp only [smul_neg, neg_smul, neg_neg]

/-- A positive semidefinite Hamiltonian `H` that satisfies `U exp(-i t H) = exp(i t H) U` at all
times for some invertible matrix `U` is zero. -/
theorem eq_zero_of_linearReversal {U H : Matrix n n ℂ} (hU : IsUnit U)
    (hH : H.PosSemidef) (h : LinearReversal U H) : H = 0 := by
  obtain ⟨u, rfl⟩ := hU
  have h1 := (linearReversal_iff _ H).1 h
  -- H is similar to -H, so its trace vanishes
  have h2 : H = -((↑u⁻¹ : Matrix n n ℂ) * H * ↑u) := by
    calc H = (↑u⁻¹ : Matrix n n ℂ) * (↑u * H) := by rw [← mul_assoc, Units.inv_mul, one_mul]
      _ = -((↑u⁻¹ : Matrix n n ℂ) * H * ↑u) := by rw [h1, mul_neg, mul_assoc]
  have h3 : H.trace = -H.trace := by
    have h4 := congrArg Matrix.trace h2
    rwa [Matrix.trace_neg, Matrix.trace_mul_cycle, Units.mul_inv, one_mul] at h4
  exact hH.trace_eq_zero_iff.1 (self_eq_neg.1 h3)

end

end EqZeroOfLinearReversal
```

Lean reports:

```
Main.lean:92:18: error(lean.synthInstanceFailed): failed to synthesize instance of type class
  HMul (Matrix n n ℂ) (Matrix n n ℂ)ˣ (Matrix n n ℂ)

Hint: Type class instance resolution failures can be inspected with the `set_option trace.Meta.synthInstance true` command.
Main.lean:92:53: error: unsolved goals
case calc.step
n : Type u_1
inst✝¹ : Fintype n
inst✝ : DecidableEq n
H : Matrix n n ℂ
hH : H.PosSemidef
u : (Matrix n n ℂ)ˣ
h : LinearReversal (↑u) H
h1 : ↑u * H = -(H * ↑u)
⊢ -(↑u⁻¹ * H * ↑u) = -(↑u⁻¹ * H * u)
Main.lean:96:37: error(lean.unknownIdentifier): Unknown identifier `h2`
Main.lean:98:2: error: Type mismatch
  (PosSemidef.trace_eq_zero_iff hH).mp (self_eq_neg.mp h3)
has type
  H = 0
of sort `Prop` but is expected to have type
  HMul (Matrix n n ℂ) (Matrix n n ℂ)ˣ (Matrix n n ℂ)
of sort `Type u_1`
```

Cause. In the statement of `h2`, the arrow in the last `↑u` names no target type, and Lean left `u` there as an element of the unit group `(Matrix n n ℂ)ˣ`. The product then needs an `HMul` instance for a matrix times a unit, which Lean can't find.

In the `calc` block the same `↑u` did become a matrix. The chain therefore ends at a different expression from the one `h2` states, and the equation between the two is left unsolved.

The last two messages follow from the first. The missing instance became a goal of its own, and the remaining tactics ran on it. `h2` is not available there, and the closing proof of `H = 0` is checked against the `HMul` type.

Writing `(u : Matrix n n ℂ)` in the statement forces the coercion, so the product is one of matrices and the chain ends where it should. The same ascriptions inside the `calc` block, and the new line breaks, are tidying.

As a diff, the version that Lean accepts:

```diff
@@ -90,7 +90,9 @@
   have h1 := (linearReversal_iff _ H).1 h
   -- H is similar to -H, so its trace vanishes
-  have h2 : H = -((↑u⁻¹ : Matrix n n ℂ) * H * ↑u) := by
-    calc H = (↑u⁻¹ : Matrix n n ℂ) * (↑u * H) := by rw [← mul_assoc, Units.inv_mul, one_mul]
-      _ = -((↑u⁻¹ : Matrix n n ℂ) * H * ↑u) := by rw [h1, mul_neg, mul_assoc]
+  have h2 : H = -((↑u⁻¹ : Matrix n n ℂ) * H * (u : Matrix n n ℂ)) := by
+    calc H = (↑u⁻¹ : Matrix n n ℂ) * ((u : Matrix n n ℂ) * H) := by
+          rw [← mul_assoc, Units.inv_mul, one_mul]
+      _ = -((↑u⁻¹ : Matrix n n ℂ) * H * (u : Matrix n n ℂ)) := by
+          rw [h1, mul_neg, mul_assoc]
   have h3 : H.trace = -H.trace := by
     have h4 := congrArg Matrix.trace h2
```
